# The spin-independent operator closest to V ⊗ 1 + b L·s in Frobenius norm is V

## The operator, the distance and the units

An electron in a shell of orbital quantum number l feels a potential with a spin-orbit term,

H = V ⊗ 1 + b L·s,  L·s = Σ_a L_a ⊗ s_a,  s_a = σ_a/2.

Here V acts on the orbital space, b is a real coupling strength, L_a are the components of orbital angular momentum, and σ_a are the Pauli matrices. Units have ħ = 1. A spin-independent operator has the form A ⊗ 1. The problem is to find the A for which A ⊗ 1 is closest to H, and the error that remains.

The orbital space has finite dimension N. Matrices are taken in an orthonormal basis. In Lean, `n` is the type that labels the orbital basis and N is `Fintype.card n`. Since i and j label orbital states, the imaginary unit is written I.

```lean
import Mathlib

open scoped Kronecker

namespace BestSpinIndependent

noncomputable section

variable {n : Type*}
```

Distance is measured by the squared Frobenius norm,

‖M‖² = Σ_ij |M_ij|².

It weights all states of the shell equally, whatever their occupation.

```lean
/-- The squared Frobenius norm, the sum of the squared moduli of all matrix entries. -/
def frobSq {m : Type*} [Fintype m] (M : Matrix m m ℂ) : ℝ :=
  ∑ i, ∑ j, Complex.normSq (M i j)
```

The components x, y, z are numbered 0, 1, 2, and spin up and down are numbered 0 and 1.

```lean
/-- The three Pauli matrices. -/
def pauli : Fin 3 → Matrix (Fin 2) (Fin 2) ℂ :=
  ![!![0, 1; 1, 0], !![0, -Complex.I; Complex.I, 0], !![1, 0; 0, -1]]
```

A basis state of the full space is a pair (orbital, spin). In this basis A ⊗ 1 has A in both spin-diagonal blocks and zero in the other two.

```lean
/-- The orbital operator `A` acting on orbital and spin space as `A ⊗ 1`. -/
def spinFree (A : Matrix n n ℂ) : Matrix (n × Fin 2) (n × Fin 2) ℂ :=
  A ⊗ₖ (1 : Matrix (Fin 2) (Fin 2) ℂ)
```

The factor 1/2 in s_a is part of the definition of L·s. With σ_a in place of s_a, the residual squared norm found below would be four times as large.

```lean
/-- The spin-orbit operator `L·s`, with spin operators `s_a = σ_a / 2`. -/
def spinOrbit (L : Fin 3 → Matrix n n ℂ) : Matrix (n × Fin 2) (n × Fin 2) ℂ :=
  ∑ a, L a ⊗ₖ ((1 / 2 : ℂ) • pauli a)
```

The candidate for the best approximation is half the partial trace over spin,

M̄_ij = (M_(i0,j0) + M_(i1,j1))/2.

```lean
/-- The spin average of an operator, half its partial trace over spin. -/
def spinAverage (M : Matrix (n × Fin 2) (n × Fin 2) ℂ) : Matrix n n ℂ :=
  fun i j => (M (i, 0) (j, 0) + M (i, 1) (j, 1)) / 2
```

Besides Hermiticity of each L_a, the one condition on L is Σ_a L_a² = l(l+1) 1, which says that the whole orbital space belongs to a single l. Lean takes l to be any real number, and the commutation relations are not assumed.

```lean
/-- The total square of the angular momentum is `L² = l(l+1)`. -/
def TotalSquare [Fintype n] [DecidableEq n] (L : Fin 3 → Matrix n n ℂ) (l : ℝ) : Prop :=
  ∑ a, L a * L a = ((l : ℂ) * ((l : ℂ) + 1)) • (1 : Matrix n n ℂ)
```

## Averaging over spin splits the distance in two

The sum over pairs (orbital, spin) can be grouped into four spin blocks for each pair i, j:

‖M‖² = Σ_ij (|M_(i0,j0)|² + |M_(i0,j1)|² + |M_(i1,j0)|² + |M_(i1,j1)|²).

```lean
/-- The squared norm is the sum over the four spin blocks. -/
theorem frobSq_blocks [Fintype n] (M : Matrix (n × Fin 2) (n × Fin 2) ℂ) :
    frobSq M = ∑ i, ∑ j, (Complex.normSq (M (i, 0) (j, 0)) + Complex.normSq (M (i, 0) (j, 1))
      + Complex.normSq (M (i, 1) (j, 0)) + Complex.normSq (M (i, 1) (j, 1))) := by
  simp only [frobSq, Fintype.sum_prod_type, Fin.sum_univ_two, Finset.sum_add_distrib]
  ring
```

Fix i and j, and write p and q for the two spin-diagonal entries of M, m = (p+q)/2 for their mean, and a = A_ij. Since p − m = −(q − m), the cross terms cancel in

|p − a|² + |q − a|²
= |(p − m) + (m − a)|² + |(q − m) + (m − a)|²
= |p − m|² + |q − m|² + 2|m − a|².

The spin-flip entries are untouched by A. Summing over i and j gives

‖M − A ⊗ 1‖² = ‖M − M̄ ⊗ 1‖² + 2‖M̄ − A‖².

In the proof, `d` lists the four spin entries of B ⊗ 1 for any B. The two uses of `Finset.sum_congr` reduce the claim to one pair i, j, and `ring` checks the identity above in real and imaginary parts.

```lean
/-- Pythagoras: the squared distance from any operator `M` to `A ⊗ 1` is the squared distance
from `M` to its spin average plus twice the squared orbital distance from that average to `A`. -/
theorem frobSq_sub_spinFree [Fintype n]
    (M : Matrix (n × Fin 2) (n × Fin 2) ℂ) (A : Matrix n n ℂ) :
    frobSq (M - spinFree A) =
      frobSq (M - spinFree (spinAverage M)) + 2 * frobSq (spinAverage M - A) := by
  have d : ∀ (B : Matrix n n ℂ) (i j : n), spinFree B (i, 0) (j, 0) = B i j ∧
      spinFree B (i, 1) (j, 1) = B i j ∧ spinFree B (i, 0) (j, 1) = 0 ∧
      spinFree B (i, 1) (j, 0) = 0 := by
    intro B i j
    simp [spinFree, Matrix.kroneckerMap_apply]
  rw [frobSq_blocks, frobSq_blocks]
  simp only [frobSq, Finset.mul_sum, ← Finset.sum_add_distrib]
  refine Finset.sum_congr rfl fun i _ => Finset.sum_congr rfl fun j _ => ?_
  simp only [Matrix.sub_apply, d, spinAverage, Complex.normSq_apply, Complex.sub_re,
    Complex.sub_im, Complex.add_re, Complex.add_im, Complex.div_ofNat_re,
    Complex.div_ofNat_im, Complex.zero_re, Complex.zero_im]
  ring
```

If A ≠ M̄, some entry of M̄ − A is nonzero, so ‖M̄ − A‖² > 0 and A ⊗ 1 is strictly farther from M than M̄ ⊗ 1. The step `hpos` finds that entry and deduces positivity; the identity just proved then gives the strict inequality.

```lean
/-- The spin average is strictly closer to `M` than every other spin-independent operator. -/
theorem spinAverage_unique_best [Fintype n]
    (M : Matrix (n × Fin 2) (n × Fin 2) ℂ) (A : Matrix n n ℂ)
    (hA : A ≠ spinAverage M) :
    frobSq (M - spinFree (spinAverage M)) < frobSq (M - spinFree A) := by
  -- a nonzero matrix has positive norm
  have hpos : 0 < frobSq (spinAverage M - A) := by
    obtain ⟨i, j, hij⟩ : ∃ i j, spinAverage M i j ≠ A i j := by
      by_contra h
      push Not at h
      exact hA (Matrix.ext fun i j => (h i j).symm)
    unfold frobSq
    exact Finset.sum_pos' (fun i _ => Finset.sum_nonneg fun j _ => Complex.normSq_nonneg _)
      ⟨i, Finset.mem_univ _, Finset.sum_pos' (fun j _ => Complex.normSq_nonneg _)
        ⟨j, Finset.mem_univ _, Complex.normSq_pos.mpr (sub_ne_zero.mpr hij)⟩⟩
  rw [frobSq_sub_spinFree M A]
  linarith
```

## Spin-orbit coupling averages to zero

Only s_z has nonzero diagonal entries, +1/2 and −1/2. The spin-diagonal entries of H are therefore

V_ij + b (L_2)_ij/2 and V_ij − b (L_2)_ij/2,

and their mean is V_ij. This holds for any three matrices L_a.

```lean
/-- The spin average of `V ⊗ 1 + b L·s` is the orbital potential `V`. -/
theorem spinAverage_spinOrbit (L : Fin 3 → Matrix n n ℂ) (V : Matrix n n ℂ) (b : ℝ) :
    spinAverage (spinFree V + (b : ℂ) • spinOrbit L) = V := by
  ext i j
  simp [spinAverage, spinFree, spinOrbit, Fin.sum_univ_three, pauli,
    Matrix.kroneckerMap_apply]
  ring
```

## The size of the spin-orbit term

For fixed i and j, let x, y, z be the entries of L_0, L_1, L_2. The four spin entries of L·s are z/2, (x − I y)/2, (x + I y)/2 and −z/2. By the parallelogram law,

|x − I y|² + |x + I y|² = 2|x|² + 2|y|²,

so their squared moduli add up to (|x|² + |y|² + |z|²)/2. Hence

‖b L·s‖² = (b²/2) Σ_a ‖L_a‖².

Hermiticity turns each norm into a trace:

‖L_a‖² = Σ_ij (L_a)_ij (L_a)_ij* = Σ_ij (L_a)_ij (L_a)_ji = tr L_a².

The condition on L² then gives

Σ_a ‖L_a‖² = tr(l(l+1) 1) = N l(l+1),

‖b L·s‖² = N b² l(l+1)/2.

The Lean steps `h1`, `key` and `h2` are the block sum, the trace formula and the sum over components. The trace is a complex number, so `h3` carries the last equality back to the reals.

```lean
/-- For Hermitian `L_a` with `L² = l(l+1)` on an `N`-dimensional orbital space, the squared norm of
`b L·s` is `N b² l(l+1) / 2`. -/
theorem frobSq_spinOrbit [Fintype n] [DecidableEq n] (L : Fin 3 → Matrix n n ℂ) (l b : ℝ)
    (hH : ∀ a, (L a).IsHermitian) (hL : TotalSquare L l) :
    frobSq ((b : ℂ) • spinOrbit L) = Fintype.card n * b ^ 2 * (l * (l + 1)) / 2 := by
  -- the four spin blocks give equal weight to the three components
  have h1 : frobSq ((b : ℂ) • spinOrbit L) =
      b ^ 2 / 2 * (frobSq (L 0) + frobSq (L 1) + frobSq (L 2)) := by
    have e : ∀ i j, spinOrbit L (i, 0) (j, 0) = L 2 i j / 2 ∧
        spinOrbit L (i, 0) (j, 1) = (L 0 i j - Complex.I * L 1 i j) / 2 ∧
        spinOrbit L (i, 1) (j, 0) = (L 0 i j + Complex.I * L 1 i j) / 2 ∧
        spinOrbit L (i, 1) (j, 1) = -L 2 i j / 2 := by
      intro i j
      refine ⟨?_, ?_, ?_, ?_⟩ <;>
        simp [spinOrbit, Fin.sum_univ_three, pauli, Matrix.kroneckerMap_apply] <;> ring
    rw [frobSq_blocks]
    simp only [frobSq, mul_add, Finset.mul_sum, ← Finset.sum_add_distrib]
    refine Finset.sum_congr rfl fun i _ => Finset.sum_congr rfl fun j _ => ?_
    simp only [Matrix.smul_apply, smul_eq_mul, e, Complex.normSq_apply, Complex.mul_re,
      Complex.mul_im, Complex.sub_re, Complex.sub_im, Complex.add_re, Complex.add_im,
      Complex.neg_re, Complex.neg_im, Complex.ofReal_re, Complex.ofReal_im, Complex.I_re,
      Complex.I_im, Complex.div_ofNat_re, Complex.div_ofNat_im]
    ring
  -- for a Hermitian matrix the squared norm is the trace of the square
  have key : ∀ a, ((frobSq (L a) : ℝ) : ℂ) = (L a * L a).trace := by
    intro a
    simp only [frobSq, Matrix.trace, Matrix.diag_apply, Matrix.mul_apply, Complex.ofReal_sum]
    refine Finset.sum_congr rfl fun i _ => Finset.sum_congr rfl fun j _ => ?_
    rw [← (hH a).apply j i]
    exact (Complex.mul_conj _).symm
  have h2 : ((∑ a, frobSq (L a) : ℝ) : ℂ) = ((Fintype.card n * (l * (l + 1)) : ℝ) : ℂ) := by
    have hL' : ∑ a, L a * L a = _ := hL
    rw [Complex.ofReal_sum, Finset.sum_congr rfl (fun a _ => key a), ← Matrix.trace_sum, hL',
      Matrix.trace_smul, Matrix.trace_one, smul_eq_mul]
    push_cast
    ring
  have h3 := Complex.ofReal_injective h2
  rw [Fin.sum_univ_three] at h3
  rw [h1, h3]
  ring
```

## The exact distance and the unique minimiser

Take M = H in the splitting of the distance. Its spin average is V, and H − V ⊗ 1 = b L·s, so

‖H − A ⊗ 1‖² = 2‖V − A‖² + N b² l(l+1)/2.

The second term does not depend on A, and the first vanishes only at A = V.

The theorem states this for every complex matrix V, Hermitian or not, and lets A range over all complex matrices of the same size. The hypothesis `hH` says that each L_a is Hermitian, and `hL` is the condition on L². The first conclusion is the distance formula; the second says that every A ≠ V does strictly worse than V. The two hypotheses enter only through the constant in the first conclusion. A scalar potential v is the case V = v 1.

```lean
/-- For Hermitian `L_a` with `L² = l(l+1)`, the squared distance from `V ⊗ 1 + b L·s` to `A ⊗ 1` is
`2‖V - A‖² + N b² l(l+1) / 2`, where `N` is the dimension of the orbital space, and `A = V` is the
unique minimiser. -/
theorem best_spin_independent [Fintype n] [DecidableEq n]
    (L : Fin 3 → Matrix n n ℂ) (l b : ℝ) (V : Matrix n n ℂ)
    (hH : ∀ a, (L a).IsHermitian) (hL : TotalSquare L l) :
    (∀ A, frobSq (spinFree V + (b : ℂ) • spinOrbit L - spinFree A) =
      2 * frobSq (V - A) + Fintype.card n * b ^ 2 * (l * (l + 1)) / 2) ∧
    (∀ A, A ≠ V → frobSq (spinFree V + (b : ℂ) • spinOrbit L - spinFree V) <
      frobSq (spinFree V + (b : ℂ) • spinOrbit L - spinFree A)) := by
  have hav := spinAverage_spinOrbit L V b
  constructor
  · intro A
    rw [frobSq_sub_spinFree, hav, add_sub_cancel_left, frobSq_spinOrbit L l b hH hL]
    ring
  · intro A hA
    have h := spinAverage_unique_best (spinFree V + (b : ℂ) • spinOrbit L) A (by rwa [hav])
    rwa [hav] at h
```

Scalar-relativistic calculations leave out spin-orbit coupling, though they may still treat spin up and spin down differently. For one electron in a finite shell of a single l with constant b, the theorem identifies the closest spin-independent potential in this norm. In an atom both v and b depend on the radius, and the passage from those functions to a finite matrix with a single number b is a separate step that the hypotheses do not supply.

The same argument applies to a collinear spin-polarised potential, with V↑ for spin up and V↓ for spin down. Its best spin-independent approximation is the mean (V↑ + V↓)/2, and the squared distance left over is ‖V↑ − V↓‖²/2.

## A p shell

For l = 1 in the Cartesian basis p_x, p_y, p_z, the angular momentum matrices are

(L_a)_cd = −I ε_acd,

where ε is the antisymmetric symbol with ε_012 = 1. In the comment on the Lean definition below, i is the imaginary unit and b is a matrix index, not the coupling strength.

```lean
/-- The Cartesian p-wave angular momentum matrices `(L_a)_bc = -i ε_abc`. -/
def pWave : Fin 3 → Matrix (Fin 3) (Fin 3) ℂ :=
  ![!![0, 0, 0; 0, 0, -Complex.I; 0, Complex.I, 0],
    !![0, 0, Complex.I; 0, 0, 0; -Complex.I, 0, 0],
    !![0, -Complex.I, 0; Complex.I, 0, 0; 0, 0, 0]]
```

Each matrix is Hermitian. The square L_a² is diagonal, with 0 in place a and 1 in the other two, so the three squares add up to 2 · 1 = l(l+1) 1. Lean checks both facts entry by entry. The theorem therefore applies to a p shell, with N = 3 and smallest squared distance 3b².

```lean
/-- The p-wave matrices are Hermitian and have `L² = l(l+1)` with `l = 1`. -/
theorem pWave_witness : (∀ a, (pWave a).IsHermitian) ∧ TotalSquare pWave 1 := by
  constructor
  · intro a
    fin_cases a <;> ext i j <;> fin_cases i <;> fin_cases j <;>
      simp [pWave, Matrix.conjTranspose_apply]
  · unfold TotalSquare
    rw [Fin.sum_univ_three]
    ext i j
    fin_cases i <;> fin_cases j <;> simp [pWave]

end

end BestSpinIndependent
```

```lean
#print axioms BestSpinIndependent.spinAverage_unique_best
-- 'BestSpinIndependent.spinAverage_unique_best' depends on axioms: [propext, Classical.choice, Quot.sound]
#print axioms BestSpinIndependent.best_spin_independent
-- 'BestSpinIndependent.best_spin_independent' depends on axioms: [propext, Classical.choice, Quot.sound]
```

In a calculation with relativistic pseudopotentials, the input for a p shell can be a pair of potentials, one for each value of the total angular momentum, which from here on is called j. In a p shell L·s has the eigenvalue 1/2 on the four states with j = 3/2 and −1 on the two states with j = 1/2; these values come from the commutation relations and are used here without a formal proof. For a scalar v, the two channels are

V_(3/2) = v + b/2,  V_(1/2) = v − b,

which gives

v = (2V_(3/2) + V_(1/2))/3,  b = 2(V_(3/2) − V_(1/2))/3.

Suppose that, in some energy unit, the channel values at one radius are 1.0 for j = 3/2 and 0.7 for j = 1/2. Then v = 0.9 and b = 0.2. Replacing both channels by 0.9 leaves a squared distance of 3b² = 0.12, the same as 4 · 0.1² + 2 · 0.2² counted state by state. Divided over the six states, this is a root-mean-square error of about 0.14.
